# Range and sector weights of White's corrected density matrix

A one-site DMRG sweep optimises the wavefunction in the block basis it already has. If the current state has no component in some particle-number or spin sector of a block, the block's reduced density matrix \(\rho\) has no weight there, and a truncation that keeps only eigenvectors of \(\rho\) with nonzero eigenvalue keeps no state from that sector. White's correction adds to \(\rho\) terms built from block operators \(A_i\), typically the block parts of the Hamiltonian terms that couple the block to its surroundings. Which directions does the corrected matrix then contain?

The answer below concerns one correction step for finite matrices, before truncation. Within that limit it tells a DMRG calculation in quantum chemistry which sectors become available. It says nothing about convergence of the sweep, and a sector with small weight may still be truncated away.

## The matrices and the weight of a sector

The finite type `n` labels the block basis, and the finite type `ι` labels the operators. Vectors are functions `n → ℂ`, and \(x^\dagger y\) is written `star x ⬝ᵥ y`, conjugate-linear in \(x\).

```lean
import Mathlib

open Matrix
open scoped ComplexOrder

namespace WhiteDensityCorrection

noncomputable section

variable {n ι : Type*} [Fintype n] [Fintype ι]
```

The corrected matrix is

\[
\rho' = \rho + a\sum_i A_i\,\rho\,A_i^\dagger .
\]

The real number \(a\) sets the strength with which the operators mix new directions into the block; it is a chosen parameter, the same for all \(i\). The \(A_i\) are arbitrary square matrices, so no Hamiltonian is assumed. Neither \(\rho\) nor \(\rho'\) is required to have unit trace.

```lean
/-- White's corrected density matrix `ρ + a ∑ Aᵢ ρ Aᵢᴴ`. -/
def correctedDensity (a : ℝ) (A : ι → Matrix n n ℂ) (ρ : Matrix n n ℂ) : Matrix n n ℂ :=
  ρ + (a : ℂ) • ∑ i, A i * ρ * (A i)ᴴ
```

A symmetry sector is represented by an orthogonal projector \(P\), and its weight in a matrix \(M\) is \(w_P(M)=\operatorname{Re}\operatorname{Tr}(PM)\).

```lean
/-- The weight `Re Tr(P M)` of the density matrix `M` in the sector with projector `P`. -/
def sectorWeight (P M : Matrix n n ℂ) : ℝ := (P * M).trace.re
```

## (a) Positivity

Let \(\rho\) be positive semidefinite and \(a\ge 0\). Show that

\[
\rho' \succeq 0 .
\]

**Solution.** Each \(A_i\rho A_i^\dagger\) is Hermitian, and for every vector \(x\)

\[
x^\dagger A_i\rho A_i^\dagger x=(A_i^\dagger x)^\dagger\rho\,(A_i^\dagger x)\ge 0 .
\]

Sums and nonnegative multiples of positive semidefinite matrices are again positive semidefinite. The Lean proof combines these same facts, with `PosSemidef` including Hermiticity.

```lean
/-- The corrected density matrix is positive semidefinite. -/
theorem correctedDensity_posSemidef {a : ℝ} (ha : 0 ≤ a) (A : ι → Matrix n n ℂ)
    {ρ : Matrix n n ℂ} (hρ : ρ.PosSemidef) : (correctedDensity a A ρ).PosSemidef := by
  have haC : (0 : ℂ) ≤ (a : ℂ) := by exact_mod_cast ha
  exact hρ.add ((posSemidef_sum Finset.univ
    fun i _ => hρ.mul_mul_conjTranspose_same (A i)).smul haC)
```

## (b) The kernel

Let \(\rho\succeq0\) and \(a>0\). Show that

\[
\rho'x=0\;\Longrightarrow\;\rho x=0\ \text{ and }\ \rho A_i^\dagger x=0\ \text{ for every } i .
\]

**Solution.** Take the expectation value in \(x\):

\[
0=x^\dagger\rho'x=x^\dagger\rho x+a\sum_i (A_i^\dagger x)^\dagger\rho\,(A_i^\dagger x).
\]

All terms are nonnegative and \(a>0\), so each quadratic form vanishes. Writing \(\rho=B^\dagger B\), the equation \(v^\dagger\rho v=\|Bv\|^2=0\) gives \(Bv=0\), hence \(\rho v=0\). Apply this to \(v=x\) and \(v=A_i^\dagger x\).

In the code `hq` is the expansion, and `dotProduct_mulVec_zero_iff` supplies the last step.

```lean
/-- A vector annihilated by the corrected density matrix is annihilated by `ρ` and by
every `ρ Aᵢᴴ`. -/
theorem ker_correctedDensity {a : ℝ} (ha : 0 < a) (A : ι → Matrix n n ℂ)
    {ρ : Matrix n n ℂ} (hρ : ρ.PosSemidef) {x : n → ℂ}
    (hx : correctedDensity a A ρ *ᵥ x = 0) :
    ρ *ᵥ x = 0 ∧ ∀ i, ρ *ᵥ ((A i)ᴴ *ᵥ x) = 0 := by
  have haC : (0 : ℂ) < (a : ℂ) := by exact_mod_cast ha
  have hterm : ∀ i, star x ⬝ᵥ ((A i * ρ * (A i)ᴴ) *ᵥ x)
      = star ((A i)ᴴ *ᵥ x) ⬝ᵥ (ρ *ᵥ ((A i)ᴴ *ᵥ x)) := by
    intro i
    rw [star_mulVec, conjTranspose_conjTranspose, ← dotProduct_mulVec]
    simp only [mulVec_mulVec, Matrix.mul_assoc]
  -- the expectation value in `x` is a sum of nonnegative contributions
  have hq : star x ⬝ᵥ (correctedDensity a A ρ *ᵥ x) = star x ⬝ᵥ (ρ *ᵥ x)
      + (a : ℂ) * ∑ i, star ((A i)ᴴ *ᵥ x) ⬝ᵥ (ρ *ᵥ ((A i)ᴴ *ᵥ x)) := by
    simp only [correctedDensity, add_mulVec, smul_mulVec, sum_mulVec, dotProduct_add,
      dotProduct_smul, dotProduct_sum, smul_eq_mul, hterm]
  rw [hx, dotProduct_zero] at hq
  have h0 := hρ.dotProduct_mulVec_nonneg x
  have hi := fun i => hρ.dotProduct_mulVec_nonneg ((A i)ᴴ *ᵥ x)
  have hS := Finset.sum_nonneg (s := Finset.univ) fun i _ => hi i
  obtain ⟨h1, h2⟩ := (add_eq_zero_iff_of_nonneg h0 (mul_nonneg haC.le hS)).1 hq.symm
  have h3 := (mul_eq_zero.1 h2).resolve_left haC.ne'
  have h4 := (Finset.sum_eq_zero_iff_of_nonneg (fun i _ => hi i)).1 h3
  exact ⟨(hρ.dotProduct_mulVec_zero_iff x).1 h1,
    fun i => (hρ.dotProduct_mulVec_zero_iff _).1 (h4 i (Finset.mem_univ i))⟩
```

## (c) Orthogonality to the kernel

Let \(M\) be Hermitian. Show that

\[
\bigl(Mx=0\Rightarrow x^\dagger y=0\ \text{ for all }x\bigr)\;\Longrightarrow\; y\in\operatorname{range}M .
\]

**Solution.** A vector outside a subspace is detected by some linear functional that vanishes on the subspace. So it suffices that every functional \(\varphi\) vanishing on \(\operatorname{range}M\) also vanishes at \(y\). Write \(\varphi(v)=x^\dagger v\) with \(x_i=\overline{\varphi(e_i)}\), where \(e_i\) are the basis vectors. Then

\[
(Mx)^\dagger(Mx)=x^\dagger M(Mx)=\varphi(M(Mx))=0,
\]

so \(Mx=0\), and the hypothesis gives \(\varphi(y)=x^\dagger y=0\).

The opening `refine` performs the reduction to functionals, `hx` represents \(\varphi\) by \(x\), and `h2` is the displayed line.

```lean
/-- A vector orthogonal to the kernel of a Hermitian matrix lies in its range. -/
theorem mem_range_of_orthogonal_ker {M : Matrix n n ℂ} (hM : M.IsHermitian) {y : n → ℂ}
    (h : ∀ x, M *ᵥ x = 0 → star x ⬝ᵥ y = 0) : y ∈ LinearMap.range M.mulVecLin := by
  classical
  refine (Subspace.forall_mem_dualAnnihilator_apply_eq_zero_iff _ y).1 fun φ hφ => ?_
  -- represent the functional `φ` by a vector `x`
  let x : n → ℂ := fun i => star (φ (fun j => if i = j then 1 else 0))
  have hx : ∀ v, φ v = star x ⬝ᵥ v := by
    intro v
    rw [LinearMap.pi_apply_eq_sum_univ φ v]
    simp [x, dotProduct, mul_comm]
  rw [hx]
  apply h
  have h2 : star (M *ᵥ x) ⬝ᵥ (M *ᵥ x) = 0 := by
    rw [star_mulVec, hM.eq, ← dotProduct_mulVec, ← hx]
    exact (Submodule.mem_dualAnnihilator φ).1 hφ _ ⟨M *ᵥ x, rfl⟩
  exact dotProduct_star_self_eq_zero.1 h2
```

## (d) The range

Let \(\rho\succeq0\) and \(a>0\). Show that

\[
\operatorname{range}\rho'=\operatorname{range}\rho+\sum_i A_i(\operatorname{range}\rho).
\]

**Solution.** The inclusion from left to right is read off from

\[
\rho'x=\rho x+a\sum_i A_i\bigl(\rho A_i^\dagger x\bigr).
\]

For the other inclusion, let \(\rho'x=0\) and let \(z\) be any vector. By (b),

\[
x^\dagger\rho z=(\rho x)^\dagger z=0,\qquad
x^\dagger A_i\rho z=(\rho A_i^\dagger x)^\dagger z=0 .
\]

Thus \(\rho z\) and \(A_i\rho z\) are orthogonal to the kernel of \(\rho'\), which is Hermitian by (a). By (c) they lie in its range, and so do their sums.

In Lean `mulVecLin` is the linear map of a matrix, `map` forms the image of a subspace, and `⊔` and `⨆` are sums of subspaces. The two inclusions are the branches after `le_antisymm`; `key` is the first orthogonality relation.

```lean
/-- The range of White's corrected density matrix is the range of `ρ` plus the sum of its
images under the operators `Aᵢ`. -/
theorem range_correctedDensity {a : ℝ} (ha : 0 < a) (A : ι → Matrix n n ℂ)
    {ρ : Matrix n n ℂ} (hρ : ρ.PosSemidef) :
    LinearMap.range (correctedDensity a A ρ).mulVecLin = LinearMap.range ρ.mulVecLin ⊔
      ⨆ i, (LinearMap.range ρ.mulVecLin).map (A i).mulVecLin := by
  have hH := (correctedDensity_posSemidef ha.le A hρ).isHermitian
  have key : ∀ x z : n → ℂ, ρ *ᵥ x = 0 → star x ⬝ᵥ (ρ *ᵥ z) = 0 := by
    intro x z hx
    have hs : star x ᵥ* ρ = 0 := by
      have h := star_mulVec ρ x
      rw [hx, star_zero, hρ.isHermitian.eq] at h
      exact h.symm
    rw [dotProduct_mulVec, hs, zero_dotProduct]
  apply le_antisymm
  · rintro _ ⟨x, rfl⟩
    have hx : (correctedDensity a A ρ).mulVecLin x
        = ρ *ᵥ x + (a : ℂ) • ∑ i, A i *ᵥ (ρ *ᵥ ((A i)ᴴ *ᵥ x)) := by
      simp only [mulVecLin_apply, correctedDensity, add_mulVec, smul_mulVec, sum_mulVec,
        mulVec_mulVec, Matrix.mul_assoc]
    rw [hx]
    exact Submodule.add_mem_sup ⟨x, rfl⟩ (Submodule.smul_mem _ _ (Submodule.sum_mem _
      fun i _ => Submodule.mem_iSup_of_mem i ⟨_, ⟨_, rfl⟩, rfl⟩))
  · -- each piece is orthogonal to the kernel of the corrected matrix
    refine sup_le ?_ (iSup_le fun i => ?_)
    · rintro _ ⟨z, rfl⟩
      exact mem_range_of_orthogonal_ker hH fun x hx =>
        key x z (ker_correctedDensity ha A hρ hx).1
    · rintro _ ⟨_, ⟨z, rfl⟩, rfl⟩
      refine mem_range_of_orthogonal_ker hH fun x hx => ?_
      have h := key _ z ((ker_correctedDensity ha A hρ hx).2 i)
      rw [star_mulVec, conjTranspose_conjTranspose, ← dotProduct_mulVec] at h
      exact h
```

## (e) When the correction adds no direction

Under the same assumptions, show that

\[
\operatorname{range}\rho'=\operatorname{range}\rho
\iff A_i(\operatorname{range}\rho)\subseteq\operatorname{range}\rho\ \text{ for every }i .
\]

**Solution.** By (d), equality holds exactly when the added sum already lies in \(\operatorname{range}\rho\), that is, when each summand does. The rewriting in Lean follows this sentence.

The right-hand side of (d) doesn't contain \(a\), so every positive \(a\) gives the same range, while \(a=0\) returns \(\operatorname{range}\rho\). If some \(A_i\) leads out of \(\operatorname{range}\rho\), the range therefore changes abruptly in the limit \(a\to0^+\).

```lean
/-- The correction leaves the range of `ρ` unchanged exactly when every `Aᵢ` maps that
range into itself. -/
theorem range_unchanged_iff {a : ℝ} (ha : 0 < a) (A : ι → Matrix n n ℂ)
    {ρ : Matrix n n ℂ} (hρ : ρ.PosSemidef) :
    LinearMap.range (correctedDensity a A ρ).mulVecLin = LinearMap.range ρ.mulVecLin ↔
      ∀ i, (LinearMap.range ρ.mulVecLin).map (A i).mulVecLin
        ≤ LinearMap.range ρ.mulVecLin := by
  rw [range_correctedDensity ha A hρ, sup_eq_left, iSup_le_iff]
```

## (f) A vanishing product

For square matrices \(P\) and \(M\), show that

\[
PM=0\iff\operatorname{range}M\subseteq\ker P .
\]

**Solution.** If \(PM=0\), then \(P(Mx)=0\) for all \(x\). Conversely, column \(j\) of \(PM\) is \(P(Me_j)\), which vanishes because \(Me_j\in\operatorname{range}M\). Lean writes \(e_j\) as `Pi.single j 1`.

```lean
/-- A product `P M` vanishes exactly when `P` annihilates the range of `M`. -/
theorem mul_eq_zero_iff_range_le_ker (P M : Matrix n n ℂ) :
    P * M = 0 ↔ LinearMap.range M.mulVecLin ≤ LinearMap.ker P.mulVecLin := by
  classical
  constructor
  · rintro h _ ⟨x, rfl⟩
    change P *ᵥ (M *ᵥ x) = 0
    rw [mulVec_mulVec, h, zero_mulVec]
  · intro h
    ext i j
    have hx : P *ᵥ (M *ᵥ Pi.single j 1) = 0 := h ⟨Pi.single j 1, rfl⟩
    rw [mulVec_mulVec, mulVec_single_one] at hx
    exact congrFun hx i
```

## (g) Positive weight

Let \(P=P^\dagger=P^2\) and \(M\succeq0\). Show that

\[
w_P(M)>0\iff PM\ne0 .
\]

**Solution.** By cyclicity, \(\operatorname{Tr}(PM)=\operatorname{Tr}(PMP)\), which is real and nonnegative. If \(PM=0\), the weight is zero. If the weight is not positive, then \(PMP\) is positive semidefinite with trace zero, so \(PMP=0\). Hence \((Px)^\dagger M(Px)=0\) for every \(x\), which gives \(MPx=0\). So \(MP=0\), and the adjoint is \(PM=0\).

The code follows this route: `ht` is the trace identity, `e` states \(PMP^\dagger=0\), and `hMP` states \(MP=0\).

```lean
/-- A positive semidefinite `M` has positive weight in the sector of an orthogonal projector
`P` exactly when `P M` is nonzero. -/
theorem sectorWeight_pos_iff {P M : Matrix n n ℂ} (hP : P.IsHermitian) (hPP : P * P = P)
    (hM : M.PosSemidef) : 0 < sectorWeight P M ↔ P * M ≠ 0 := by
  have hN := hM.mul_mul_conjTranspose_same P
  have ht : (P * M * Pᴴ).trace = (P * M).trace := by
    rw [hP.eq, trace_mul_comm (P * M) P, ← Matrix.mul_assoc, hPP]
  have h0 : 0 ≤ (P * M).trace := by
    rw [← ht]
    exact hN.trace_nonneg
  constructor
  · intro h h'
    simp [sectorWeight, h'] at h
  · intro h
    by_contra hn
    apply h
    have hre := Complex.le_def.1 h0
    have hz : (P * M).trace = 0 :=
      Complex.ext (le_antisymm (not_lt.1 hn) hre.1) hre.2.symm
    -- a positive semidefinite matrix of trace zero vanishes
    have e : P * M * Pᴴ = 0 := hN.trace_eq_zero_iff.1 (ht.trans hz)
    rw [hP.eq, Matrix.mul_assoc] at e
    have hMP : M * P = 0 := by
      refine (mul_eq_zero_iff_range_le_ker M P).2 ?_
      rintro _ ⟨x, rfl⟩
      refine (hM.dotProduct_mulVec_zero_iff (P *ᵥ x)).1 ?_
      rw [star_mulVec, hP.eq, ← dotProduct_mulVec]
      simp only [mulVec_mulVec]
      rw [e, zero_mulVec, dotProduct_zero]
    have h3 := congrArg conjTranspose hMP
    rwa [conjTranspose_mul, hP.eq, hM.isHermitian.eq, conjTranspose_zero] at h3
```

## (h) Which sectors gain weight

With \(\rho\succeq0\), \(a>0\) and \(P\) an orthogonal projector, show that

\[
w_P(\rho')>0\iff w_P(\rho)>0\ \text{ or }\ PA_i\rho\ne0\ \text{ for some }i .
\]

**Solution.** By (f) and (d), \(P\rho'=0\) holds exactly when \(P\) annihilates \(\operatorname{range}\rho\) and every \(A_i(\operatorname{range}\rho)\). This means \(P\rho=0\) and \(PA_i\rho=0\) for all \(i\), which is `hk` in the code. Negate both sides and use (g) for \(\rho'\) and \(\rho\).

A sector absent from \(\rho\) therefore gains weight precisely when some single \(A_i\) maps a vector of \(\operatorname{range}\rho\) to one with a nonzero component in that sector; contributions of different operators don't cancel.

```lean
/-- A sector has positive weight in the corrected density matrix exactly when it has positive weight
in `ρ` or some `Aᵢ` maps a vector in the range of `ρ` to one with a nonzero component in the sector.
-/
theorem sectorWeight_correctedDensity_pos_iff {a : ℝ} (ha : 0 < a) (A : ι → Matrix n n ℂ)
    {ρ P : Matrix n n ℂ} (hρ : ρ.PosSemidef) (hP : P.IsHermitian) (hPP : P * P = P) :
    0 < sectorWeight P (correctedDensity a A ρ) ↔
      0 < sectorWeight P ρ ∨ ∃ i, P * A i * ρ ≠ 0 := by
  have hi : ∀ i, (LinearMap.range ρ.mulVecLin).map (A i).mulVecLin
      ≤ LinearMap.ker P.mulVecLin ↔ P * A i * ρ = 0 := by
    intro i
    rw [Submodule.map_le_iff_le_comap, mul_eq_zero_iff_range_le_ker, mulVecLin_mul,
      LinearMap.ker_comp]
  have hk : P * correctedDensity a A ρ = 0 ↔ P * ρ = 0 ∧ ∀ i, P * A i * ρ = 0 := by
    rw [mul_eq_zero_iff_range_le_ker, range_correctedDensity ha A hρ, sup_le_iff,
      iSup_le_iff, ← mul_eq_zero_iff_range_le_ker]
    exact and_congr_right fun _ => forall_congr' hi
  rw [sectorWeight_pos_iff hP hPP (correctedDensity_posSemidef ha.le A hρ),
    sectorWeight_pos_iff hP hPP hρ]
  simp only [ne_eq, hk, not_and_or, not_forall]
```

## (i) Two levels, one of them empty

Take

\[
\rho=\begin{pmatrix}1&0\\0&0\end{pmatrix},\quad
A=\begin{pmatrix}0&0\\1&0\end{pmatrix},\quad
P=\begin{pmatrix}0&0\\0&1\end{pmatrix}.
\]

Check that \(\rho\succeq0\), that \(P\) is an orthogonal projector with \(P\rho=0\), and that

\[
\rho'=\begin{pmatrix}1&0\\0&a\end{pmatrix}.
\]

**Solution.** Here \(\rho^\dagger\rho=\rho\), so \(\rho\succeq0\); the properties of \(P\) follow by multiplication. The matrix \(A\) raises the first level to the second, so \(A\rho A^\dagger=P\) and \(\rho'=\rho+aP\). For \(a>0\) the empty sector receives weight \(a\), or \(a/(1+a)\) after \(\rho'\) is normalised to unit trace. Lean compares the matrices entry by entry; the one-element type `Unit` labels the single operator.

```lean
/-- Two levels with only the first occupied: the projector onto the second level gives zero
on `ρ`, and the correction with the raising matrix puts the weight `a` there. -/
theorem correctedDensity_witness (a : ℝ) :
    (!![1, 0; 0, 0] : Matrix (Fin 2) (Fin 2) ℂ).PosSemidef ∧
    (!![0, 0; 0, 1] : Matrix (Fin 2) (Fin 2) ℂ).IsHermitian ∧
    (!![0, 0; 0, 1] * !![0, 0; 0, 1] : Matrix (Fin 2) (Fin 2) ℂ) = !![0, 0; 0, 1] ∧
    (!![0, 0; 0, 1] * !![1, 0; 0, 0] : Matrix (Fin 2) (Fin 2) ℂ) = 0 ∧
    correctedDensity a (fun _ : Unit => !![0, 0; 1, 0]) !![1, 0; 0, 0]
      = !![1, 0; 0, (a : ℂ)] := by
  refine ⟨?_, ?_, ?_, ?_, ?_⟩
  · have h := posSemidef_conjTranspose_mul_self (!![1, 0; 0, 0] : Matrix (Fin 2) (Fin 2) ℂ)
    have e : (!![1, 0; 0, 0] : Matrix (Fin 2) (Fin 2) ℂ)ᴴ * !![1, 0; 0, 0]
        = !![1, 0; 0, 0] := by
      ext i j
      fin_cases i <;> fin_cases j <;> simp [Matrix.mul_apply, Fin.sum_univ_succ]
    rwa [e] at h
  all_goals
    ext i j
    fin_cases i <;> fin_cases j <;>
      simp [correctedDensity, Matrix.mul_apply, Matrix.vecMul, dotProduct,
        Fin.sum_univ_succ]
```

## (j) An indefinite matrix

Take \(a=1\) and

\[
\rho=\begin{pmatrix}1&0\\0&-1\end{pmatrix},\quad
A=\begin{pmatrix}0&1\\1&0\end{pmatrix}.
\]

Check that \(\rho\) is Hermitian and

\[
\rho'=0 .
\]

**Solution.** Conjugation by \(A\) exchanges the diagonal entries, so \(A\rho A^\dagger=-\rho\) and the two terms cancel. Since \(\rho\) is invertible, the right-hand side of (d) would be the whole space, while \(\operatorname{range}\rho'\) is zero. Hermiticity alone is thus too weak for (d); positivity is what rules out such cancellation. The Lean proof again checks entries.

```lean
/-- For a Hermitian but indefinite `ρ` the corrected matrix can vanish altogether. -/
theorem indefinite_correction_vanishes :
    (!![1, 0; 0, -1] : Matrix (Fin 2) (Fin 2) ℂ).IsHermitian ∧
    correctedDensity 1 (fun _ : Unit => !![0, 1; 1, 0])
      (!![1, 0; 0, -1] : Matrix (Fin 2) (Fin 2) ℂ) = 0 := by
  constructor <;> ext i j <;> fin_cases i <;> fin_cases j <;>
    simp [correctedDensity, Matrix.vecMul, dotProduct, Fin.sum_univ_succ]

end

end WhiteDensityCorrection
```

```lean
#print axioms WhiteDensityCorrection.range_unchanged_iff
#print axioms WhiteDensityCorrection.sectorWeight_correctedDensity_pos_iff
#print axioms WhiteDensityCorrection.indefinite_correction_vanishes
```

```
'WhiteDensityCorrection.range_unchanged_iff' depends on axioms: [propext, Classical.choice, Quot.sound]
'WhiteDensityCorrection.sectorWeight_correctedDensity_pos_iff' depends on axioms: [propext, Classical.choice, Quot.sound]
'WhiteDensityCorrection.indefinite_correction_vanishes' depends on axioms: [propext, Classical.choice, Quot.sound]
```
